# Energies of L-periodic Ising configurations determine the shell sums of the pair couplings and nothing more

## Chain, cell and shells

Let \(L\ge 1\). Sites \(i\) are integers modulo \(L\), and a configuration \(s\) assigns \(s_i=\pm1\) to each. The couplings \(J_r\), \(r\ge1\), are real, and only finitely many are non-zero. The energy of one cell is

\[E_J(s)=\sum_i\sum_{r\ge1}J_r\,s_i s_{i+r}.\]

Each bond counts once per cell, and positive \(J_r\) favours antiparallel spins. Ranges may reach or exceed \(L\); a range divisible by \(L\) couples each spin to a periodic image of itself.

For a residue \(c\) modulo \(L\), the shell sum \(S_J(c)\) adds all \(J_r\) with \(r\equiv c\) or \(r\equiv -c\), each once.

## What the energies determine

Two coupling sets \(J,J'\) give equal energies for all configurations of the cell if and only if \(S_J(c)=S_{J'}(c)\) for every \(c\). If the energies need only agree up to a common constant, the condition is the same with \(c=0\) left out.

When total energies of one supercell are mapped onto this classical chain with pair couplings, the fit can therefore determine shell sums only. An unknown spin-independent constant in the energy also hides the class \(c=0\).

In Lean, `ℕ+ →₀ ℝ` is the type of finitely supported couplings, and `IsSpin` restricts a function `ZMod L → ℝ` to the values \(\pm1\). `cellEnergy` and `shellSum` are \(E_J\) and \(S_J\), and `NeZero L` excludes \(L=0\). The two statements above are `cellEnergy_eq_iff_shellSum_eq` and `energy_differences_iff`, where `E₀` is the common constant. `single_coupling_alias` adds that equal single couplings at ranges \(r\equiv\pm r'\) give equal energies. The model has one fixed cell length, translation-invariant couplings, and no quantum, non-collinear or multi-spin terms.

## From ranges to shells

Define \(R_J(d)=\sum_{r\equiv d}J_r\) and \(C_s(d)=\sum_i s_is_{i+d}\). Grouping ranges by residue gives

\[E_J(s)=\sum_d R_J(d)\,C_s(d).\]

Shifting the summation index by \(d\) shows \(C_s(-d)=C_s(d)\). Let \(m(c)=2\) if \(c=-c\), and \(m(c)=1\) otherwise. Then \(R_J(c)+R_J(-c)=m(c)S_J(c)\), and averaging the energy over \(d\) and \(-d\) gives

\[2E_J(s)=\sum_c m(c)\,S_J(c)\,C_s(c).\]

Equal shell sums thus imply equal energies.

## Four states isolate one shell

For \(c\neq0\), put spin \(a\) at site 0, spin \(b\) at site \(c\), and all others up. Sum the energies over \(a,b=\pm1\) with weight \(ab\). A product \(s_is_j\) survives only if it equals \(ab\), that is, for \((i,j)=(0,c)\) or \((c,0)\), and then contributes 4. These pairs have separations \(c\) and \(-c\), so

\[E_{++}-E_{-+}-E_{+-}+E_{--}=4\bigl(R_J(c)+R_J(-c)\bigr)=4\,m(c)\,S_J(c).\]

A common constant cancels here, so energies equal up to a constant force equal shell sums for all \(c\ne0\). Since \(C_s(0)=L\) and \(m(0)=2\), what remains is

\[E_J(s)-E_{J'}(s)=L\,\bigl(S_J(0)-S_{J'}(0)\bigr).\]

This is independent of \(s\), which proves the converse for energies up to a constant. If the energies are equal, the all-up state gives \(S_J(0)=S_{J'}(0)\).

## Four sites by hand

Take \(L=4\), with \(J_1=3,\ J_2=1\) and \(J'_1=1,\ J'_3=2,\ J'_6=1\), all others zero. Both sets have \(S(1)=S(3)=3\), \(S(2)=1\), \(S(0)=0\). In the state \(+-+-\), \(C(1)=C(3)=-4\) and \(C(2)=4\), so \(E_J=-12+4=-8\) and \(E_{J'}=-4-8+4=-8\).

For \(c=2\), the four energies are \(16,0,0,-8\). Their combination is \(8=4\cdot2\cdot1\), with the multiplicity \(m(2)=2\) visible.

## The same argument on a lattice

For a Bravais lattice with one spin per primitive cell, replace the residues modulo \(L\) by lattice vectors modulo the supercell. The argument uses only addition in this finite group, so couplings \(J_{\mathbf R}\) alias in classes \(\pm\mathbf R\) modulo supercell translations. The Lean file treats the chain alone.

## The Lean file

```lean
import Mathlib

open Finset

namespace IsingShellAliasing

noncomputable section

variable {L : ℕ} [NeZero L]

/-- An Ising configuration of the periodic cell: every spin is `1` or `-1`. -/
def IsSpin (s : ZMod L → ℝ) : Prop := ∀ i, s i = 1 ∨ s i = -1

/-- Energy of one cell of `L` sites, with coupling `J r` between spins at distance `r ≥ 1`
along the periodic chain. -/
def cellEnergy (J : ℕ+ →₀ ℝ) (s : ZMod L → ℝ) : ℝ :=
  ∑ i, J.sum fun r a => a * s i * s (i + ((r : ℕ) : ZMod L))

/-- Sum of all couplings whose range is congruent to `c` or to `-c` modulo `L`. -/
def shellSum (J : ℕ+ →₀ ℝ) (c : ZMod L) : ℝ :=
  J.sum fun r a => if ((r : ℕ) : ZMod L) = c ∨ ((r : ℕ) : ZMod L) = -c then a else 0

/-- Sum of all couplings whose range is congruent to `c` modulo `L`. -/
def residueSum (J : ℕ+ →₀ ℝ) (c : ZMod L) : ℝ :=
  J.sum fun r a => if ((r : ℕ) : ZMod L) = c then a else 0

/-- Spin correlation at separation `d`, summed over the cell. -/
def corr (s : ZMod L → ℝ) (d : ZMod L) : ℝ := ∑ i, s i * s (i + d)

/-- Multiplicity of a separation: `2` if `c` and `-c` coincide modulo `L`, otherwise `1`. -/
def mult (c : ZMod L) : ℝ := if c = -c then 2 else 1

/-- The configuration with spin `a` at site `0`, spin `b` at site `c ≠ 0`, and all other
spins up. -/
def pairState (c : ZMod L) (a b : ℝ) : ZMod L → ℝ :=
  fun i => if i = 0 then a else if i = c then b else 1

/-- The summed spin correlation is the same at separations `d` and `-d`. -/
theorem corr_neg (s : ZMod L → ℝ) (d : ZMod L) : corr s (-d) = corr s d := by
  have h := Equiv.sum_comp (Equiv.addRight d) (fun i => s i * s (i + -d))
  unfold corr
  refine h.symm.trans (Finset.sum_congr rfl fun i _ => ?_)
  simp only [Equiv.coe_addRight, add_neg_cancel_right, mul_comm]

/-- The cell energy is the sum over separations of residue sum times spin correlation. -/
lemma cellEnergy_eq_residue (J : ℕ+ →₀ ℝ) (s : ZMod L → ℝ) :
    cellEnergy J s = ∑ d, residueSum J d * corr s d := by
  simp only [cellEnergy, residueSum, Finsupp.sum, Finset.sum_mul]
  rw [Finset.sum_comm]
  conv_rhs => rw [Finset.sum_comm]
  refine Finset.sum_congr rfl fun r _ => ?_
  simp only [ite_mul, zero_mul, Finset.sum_ite_eq, Finset.mem_univ, if_true]
  simp only [corr, Finset.mul_sum, mul_assoc]

omit [NeZero L] in
/-- The shell sum of `c` times its multiplicity is the sum of the residue sums of `c` and `-c`. -/
lemma mult_mul_shellSum (J : ℕ+ →₀ ℝ) (c : ZMod L) :
    mult c * shellSum J c = residueSum J c + residueSum J (-c) := by
  simp only [shellSum, residueSum, Finsupp.sum, Finset.mul_sum, ← Finset.sum_add_distrib]
  refine Finset.sum_congr rfl fun r _ => ?_
  unfold mult
  by_cases h : c = -c
  · simp only [← h, or_self, if_true]
    ring
  · have h' : ¬ -c = c := fun e => h e.symm
    by_cases h1 : ((r : ℕ) : ZMod L) = c
    · simp [h, h1]
    · by_cases h2 : ((r : ℕ) : ZMod L) = -c
      · simp [h, h', h2]
      · simp [h, h1, h2]

/-- Twice the cell energy is the sum over separations of multiplicity times shell sum times
spin correlation. -/
theorem two_mul_cellEnergy (J : ℕ+ →₀ ℝ) (s : ZMod L → ℝ) :
    2 * cellEnergy J s = ∑ c, mult c * shellSum J c * corr s c := by
  have h := Equiv.sum_comp (Equiv.neg (ZMod L)) (fun d => residueSum J d * corr s d)
  simp only [Equiv.neg_apply, corr_neg] at h
  simp_rw [mult_mul_shellSum, add_mul]
  rw [Finset.sum_add_distrib, h, ← cellEnergy_eq_residue]
  ring

/-- For `c ≠ 0`, the four-state combination of the spin correlation at separation `d` is four
times the number of matches among `d = c` and `d = -c`. -/
lemma corr_four {c : ZMod L} (hc : c ≠ 0) (d : ZMod L) :
    corr (pairState c 1 1) d - corr (pairState c (-1) 1) d
      - corr (pairState c 1 (-1)) d + corr (pairState c (-1) (-1)) d
      = 4 * ((if d = c then 1 else 0) + (if d = -c then 1 else 0)) := by
  have h0 : (0 : ZMod L) ≠ c := hc.symm
  -- only the bond joining sites 0 and c survives the combination
  have key : ∀ i j : ZMod L,
      pairState c 1 1 i * pairState c 1 1 j - pairState c (-1) 1 i * pairState c (-1) 1 j
        - pairState c 1 (-1) i * pairState c 1 (-1) j
        + pairState c (-1) (-1) i * pairState c (-1) (-1) j
      = 4 * ((if i = 0 then (if j = c then 1 else 0) else 0)
        + (if i = c then (if j = 0 then 1 else 0) else 0)) := by
    intro i j
    unfold pairState
    by_cases hi0 : i = 0 <;> by_cases hic : i = c <;> by_cases hj0 : j = 0 <;>
      by_cases hjc : j = c <;> simp_all <;> norm_num
  have hd : c + d = 0 ↔ d = -c := by rw [eq_neg_iff_add_eq_zero, add_comm]
  simp only [corr, ← Finset.sum_sub_distrib, ← Finset.sum_add_distrib, key]
  rw [← Finset.mul_sum, Finset.sum_add_distrib]
  simp only [Finset.sum_ite_eq', Finset.mem_univ, if_true, zero_add, hd]

/-- Four-state method: for `c ≠ 0`, flipping the spins at sites `0` and `c` separately and
together in the all-up state isolates the shell sum of `c`, times four and its multiplicity. -/
theorem four_state (J : ℕ+ →₀ ℝ) {c : ZMod L} (hc : c ≠ 0) :
    cellEnergy J (pairState c 1 1) - cellEnergy J (pairState c (-1) 1)
      - cellEnergy J (pairState c 1 (-1)) + cellEnergy J (pairState c (-1) (-1))
      = 4 * (mult c * shellSum J c) := by
  rw [mult_mul_shellSum]
  simp only [cellEnergy_eq_residue, ← Finset.sum_sub_distrib, ← Finset.sum_add_distrib,
    ← mul_sub, ← mul_add, corr_four hc]
  simp only [mul_add, mul_ite, mul_one, mul_zero, Finset.sum_add_distrib,
    Finset.sum_ite_eq', Finset.mem_univ, if_true]
  ring

omit [NeZero L] in
/-- The pair state is an Ising configuration if its two chosen spins are `1` or `-1`. -/
lemma isSpin_pairState (c : ZMod L) {a b : ℝ} (ha : a = 1 ∨ a = -1) (hb : b = 1 ∨ b = -1) :
    IsSpin (pairState c a b) := by
  intro i
  unfold pairState
  split_ifs
  exacts [ha, hb, Or.inl rfl]

/-- For an Ising configuration the summed spin correlation at separation zero is `L`. -/
lemma corr_zero {s : ZMod L → ℝ} (hs : IsSpin s) : corr s 0 = L := by
  have h : ∀ i, s i * s (i + 0) = 1 := by
    intro i
    rcases hs i with h | h <;> simp [h]
  simp only [corr, h]
  simp [ZMod.card]

/-- If all shell sums with `c ≠ 0` agree, the energies of any Ising configuration differ by
`L` times the difference of the sums over ranges divisible by `L`. -/
theorem cellEnergy_shift {J J' : ℕ+ →₀ ℝ}
    (h : ∀ c : ZMod L, c ≠ 0 → shellSum J c = shellSum J' c)
    {s : ZMod L → ℝ} (hs : IsSpin s) :
    cellEnergy J s = cellEnergy J' s
      + L * (shellSum J (0 : ZMod L) - shellSum J' (0 : ZMod L)) := by
  have h1 := two_mul_cellEnergy J s
  have h2 := two_mul_cellEnergy J' s
  have hm : mult (0 : ZMod L) = 2 := by simp [mult]
  have h3 : ∑ c, mult c * shellSum J c * corr s c - ∑ c, mult c * shellSum J' c * corr s c
      = 2 * (shellSum J (0 : ZMod L) - shellSum J' (0 : ZMod L)) * L := by
    rw [← Finset.sum_sub_distrib, Finset.sum_eq_single 0]
    · rw [corr_zero hs, hm]
      ring
    · intro c _ hc
      rw [h c hc]
      ring
    · intro h0
      exact absurd (Finset.mem_univ _) h0
  linarith

/-- Two coupling sets give the same energies up to a common constant for all Ising
configurations of the cell iff their shell sums agree for every `c ≠ 0` modulo `L`. -/
theorem energy_differences_iff (J J' : ℕ+ →₀ ℝ) :
    (∃ E₀ : ℝ, ∀ s : ZMod L → ℝ, IsSpin s → cellEnergy J s = cellEnergy J' s + E₀) ↔
      ∀ c : ZMod L, c ≠ 0 → shellSum J c = shellSum J' c := by
  constructor
  · rintro ⟨E₀, h⟩ c hc
    -- the constant cancels in the four-state combination
    have f := four_state J hc
    have f' := four_state J' hc
    have e1 := h _ (isSpin_pairState c (a := 1) (b := 1) (Or.inl rfl) (Or.inl rfl))
    have e2 := h _ (isSpin_pairState c (a := -1) (b := 1) (Or.inr rfl) (Or.inl rfl))
    have e3 := h _ (isSpin_pairState c (a := 1) (b := -1) (Or.inl rfl) (Or.inr rfl))
    have e4 := h _ (isSpin_pairState c (a := -1) (b := -1) (Or.inr rfl) (Or.inr rfl))
    have hm : mult c ≠ 0 := by
      unfold mult
      split_ifs <;> norm_num
    have e : mult c * shellSum J c = mult c * shellSum J' c := by linarith
    exact mul_left_cancel₀ hm e
  · intro h
    exact ⟨_, fun s hs => cellEnergy_shift h hs⟩

/-- Two coupling sets give equal energies for all Ising configurations of the `L`-periodic
cell iff their sums over each class of ranges modulo `L` and sign agree. -/
theorem cellEnergy_eq_iff_shellSum_eq (J J' : ℕ+ →₀ ℝ) :
    (∀ s : ZMod L → ℝ, IsSpin s → cellEnergy J s = cellEnergy J' s) ↔
      ∀ c : ZMod L, shellSum J c = shellSum J' c := by
  constructor
  · intro h
    have hne := (energy_differences_iff (L := L) J J').1
      ⟨0, fun s hs => by rw [h s hs, add_zero]⟩
    -- the all-up state fixes the remaining class of ranges divisible by L
    have hup : IsSpin (fun _ : ZMod L => (1 : ℝ)) := fun _ => Or.inl rfl
    have h0 := cellEnergy_shift hne hup
    have h1 := h _ hup
    have hL : (L : ℝ) ≠ 0 := Nat.cast_ne_zero.2 (NeZero.ne L)
    have h2 : (L : ℝ) * (shellSum J (0 : ZMod L) - shellSum J' (0 : ZMod L)) = 0 := by
      linarith
    intro c
    by_cases hc : c = 0
    · rw [hc]
      exact sub_eq_zero.1 ((mul_eq_zero.1 h2).resolve_left hL)
    · exact hne c hc
  · intro h s hs
    rw [cellEnergy_shift (fun c _ => h c) hs, h 0]
    ring

/-- A single coupling of strength `j` at range `r` gives every Ising configuration the same
energy as one at range `r'`, if `r` is congruent to `r'` or `-r'` modulo `L`. -/
theorem single_coupling_alias (j : ℝ) {r r' : ℕ+}
    (h : ((r : ℕ) : ZMod L) = ((r' : ℕ) : ZMod L) ∨ ((r : ℕ) : ZMod L) = -((r' : ℕ) : ZMod L))
    {s : ZMod L → ℝ} (hs : IsSpin s) :
    cellEnergy (Finsupp.single r j) s = cellEnergy (Finsupp.single r' j) s := by
  refine (cellEnergy_eq_iff_shellSum_eq _ _).2 (fun c => ?_) s hs
  have hq : ∀ q : ℕ+, shellSum (Finsupp.single q j) c =
      if ((q : ℕ) : ZMod L) = c ∨ ((q : ℕ) : ZMod L) = -c then j else 0 :=
    fun q => Finsupp.sum_single_index (by simp)
  have e : ∀ x : ZMod L, (-x = c ∨ -x = -c) ↔ (x = c ∨ x = -c) := by
    intro x
    rw [neg_inj, neg_eq_iff_eq_neg, or_comm]
  rw [hq, hq]
  rcases h with h | h
  · simp only [h]
  · simp only [h, e]

end

end IsingShellAliasing
```

```lean
#print axioms IsingShellAliasing.cellEnergy_eq_iff_shellSum_eq
-- 'IsingShellAliasing.cellEnergy_eq_iff_shellSum_eq' depends on axioms: [propext, Classical.choice, Quot.sound]
#print axioms IsingShellAliasing.single_coupling_alias
-- 'IsingShellAliasing.single_coupling_alias' depends on axioms: [propext, Classical.choice, Quot.sound]
```

## Lemmas behind the equivalence

`cellEnergy_eq_residue` exchanges the sums and lets each range select its residue. `corr_neg` is the index shift, and `mult_mul_shellSum` compares the two sides range by range. `two_mul_cellEnergy` combines them by reindexing \(c\mapsto-c\).

In `corr_four`, the inner statement `key` checks the surviving products by cases on whether \(i\) and \(j\) equal 0 or \(c\). Summing over sites and residues then gives `four_state`.

`cellEnergy_shift` uses `Finset.sum_eq_single` to keep only \(c=0\), where `corr_zero` supplies \(L\). In `energy_differences_iff`, `isSpin_pairState` admits the four states, `linarith` cancels `E₀`, and the non-zero multiplicity is divided out. The main theorem applies this with constant zero, then uses the all-up state. `single_coupling_alias` follows by evaluating both shell sums.
